# Under a nonnegative bias V(t) with escape rate k exp(bV(t)), the mean rescaled escape time is 1/k

Let k, b > 0, let V be continuous and nonnegative for t ≥ 0, and let the survival probability S obey

S′(t) = −k exp(bV(t)) S(t), S(0) = 1.

With the rescaled time τ(t) = ∫₀ᵗ exp(bV(s)) ds,

S(t) = exp(−kτ(t)),

∫₀^∞ τ(t) (−S′(t)) dt = 1/k,

∫₀^∞ S(t) dt ≤ 1/k.

## A well with a raised floor

A system leaves a well at the unbiased rate k, and b is the inverse temperature. A bias energy V(t) lifts the well but not the barrier top, so escape is faster by the factor exp(bV(t)). This rate law is postulated. It stands for transition-state escape with fast equilibration in the well and a bias that is uniform there and zero at the dividing surface.

Hyperdynamics simulations use such a rescaled clock to recover slow rates from accelerated runs. Their bias is normally a function of the atomic positions, so its value along a run is random. The model here is simpler: it has one well, one rate and a bias prescribed as a function of time.

## The escape law on the rescaled clock

Since τ′ = exp(bV), the product S exp(kτ) is conserved:

(S exp(kτ))′ = (−k exp(bV) S + S k exp(bV)) exp(kτ) = 0.

Its value at t = 0 is 1, hence S = exp(−kτ). The escape density is therefore

−S′ = k exp(bV) exp(−kτ).

As τ′ > 0, τ increases strictly from τ(0) = 0; as V ≥ 0, we have τ(t) ≥ t, so τ tends to ∞. Substituting u = τ(t), du = exp(bV) dt, gives for an observable g

∫₀^∞ g(τ(t)) (−S′(t)) dt = ∫₀^∞ g(u) k exp(−ku) du.

For g(u) = uⁿ, put x = ku:

k⁻ⁿ ∫₀^∞ xⁿ exp(−x) dx = n!/kⁿ.

The case n = 1 is the mean, 1/k.

## Bounds on the physical clock

Integration by parts identifies ∫S dt with the mean physical escape time. From τ(t) ≥ t follows S(t) ≤ exp(−kt), and integrating gives the bound 1/k.

Suppose V(t₀) > 0 at some t₀ > 0 and the bound were still attained. The continuous, nonnegative difference exp(−kt) − S(t) would have zero integral and so vanish, giving τ(t) = t for t > 0. Then τ′(t₀) = 1, but τ′(t₀) = exp(bV(t₀)) > 1. The bound is therefore strict.

If V ≤ M, then τ(t) ≤ exp(bM) t, so S(t) ≥ exp(−k exp(bM) t) and

∫₀^∞ S dt ≥ 1/(k exp(bM)).

A constant bias V = M attains this lower bound; for M = 0 both bounds equal 1/k.

## The statement in Lean

`boostedTime b V t` is τ(t). `IsSurvival k b V S` contains only the initial value and the rate equation, with a one-sided derivative at t = 0. The exponential formula is derived from it, and `isSurvival_exp` shows that a solution exists for every continuous V.

`Ioi 0` is the range t > 0, and `-deriv S t` is the escape density. There is no probability space: `rescaled_escape_law` expresses the exponential distribution through integrals of observables. Continuity of V is assumed on the whole real line, its sign only for t ≥ 0. Biases that depend on the random trajectory, and time-step errors, are not covered.

```lean
import Mathlib

open MeasureTheory Set

namespace Hyperdynamics

noncomputable section

/-- The rescaled time `τ(t) = ∫₀ᵗ exp(b V(s)) ds` accumulated under the bias `V` at inverse
temperature `b`. -/
def boostedTime (b : ℝ) (V : ℝ → ℝ) (t : ℝ) : ℝ := ∫ s in (0 : ℝ)..t, Real.exp (b * V s)

/-- `S` solves the rate equation for survival under bias: `S(0) = 1` and `S' = -k exp(b V(t)) S` for
`t ≥ 0`, with a one-sided derivative at `t = 0`. -/
structure IsSurvival (k b : ℝ) (V S : ℝ → ℝ) : Prop where
  init : S 0 = 1
  rate : ∀ t, 0 ≤ t → HasDerivWithinAt S (-k * Real.exp (b * V t) * S t) (Ici 0) t

variable {k b : ℝ} {V S : ℝ → ℝ}

/-- The rescaled clock starts at zero. -/
lemma boostedTime_zero : boostedTime b V 0 = 0 := by
  simp [boostedTime]

/-- For a continuous bias the rescaled clock runs at the speed `exp(b V(t))`. -/
lemma hasDerivAt_boostedTime (hV : Continuous V) (t : ℝ) :
    HasDerivAt (boostedTime b V) (Real.exp (b * V t)) t := by
  have hc : Continuous fun s => Real.exp (b * V s) := by fun_prop
  exact (hc.integral_hasStrictDerivAt 0 t).hasDerivAt

/-- For `b > 0` and a continuous nonnegative bias, the rescaled clock is never behind the
physical clock. -/
lemma le_boostedTime (hb : 0 < b) (hV : Continuous V) (hV0 : ∀ t, 0 ≤ t → 0 ≤ V t)
    {t : ℝ} (ht : 0 ≤ t) : t ≤ boostedTime b V t := by
  have hc : Continuous fun s => Real.exp (b * V s) := by fun_prop
  calc t = ∫ _s in (0 : ℝ)..t, (1 : ℝ) := by simp
    _ ≤ boostedTime b V t :=
      intervalIntegral.integral_mono_on ht (continuous_const.intervalIntegrable _ _)
        (hc.intervalIntegrable _ _)
        (fun s hs => Real.one_le_exp (mul_nonneg hb.le (hV0 s hs.1)))

/-- For a continuous bias, every solution of the biased rate equation with `S(0) = 1` is
`S(t) = exp(-k τ(t))` for `t ≥ 0`. -/
theorem survival_eq (hV : Continuous V) (h : IsSurvival k b V S) {t : ℝ} (ht : 0 ≤ t) :
    S t = Real.exp (-(k * boostedTime b V t)) := by
  -- the product `S exp(k τ)` is conserved
  have hF : ∀ x, 0 ≤ x →
      HasDerivWithinAt (fun t => S t * Real.exp (k * boostedTime b V t)) 0 (Ici 0) x := by
    intro x hx
    have h1 := (((hasDerivAt_boostedTime (b := b) hV x).const_mul k).exp).hasDerivWithinAt
      (s := Ici 0)
    exact ((h.rate x hx).mul h1).congr_deriv (by ring)
  have hc := constant_of_has_deriv_right_zero
    (fun x hx => (hF x hx.1).continuousWithinAt.mono Icc_subset_Ici_self)
    (fun x hx => (hF x hx.1).mono (Ici_subset_Ici.2 hx.1)) t ⟨ht, le_rfl⟩
  simp only [boostedTime_zero, h.init, mul_zero, Real.exp_zero, mul_one] at hc
  rw [Real.exp_neg]
  exact eq_inv_of_mul_eq_one_left hc

/-- Conversely, for a continuous bias, `exp(-k τ(t))` solves the biased rate equation. -/
theorem isSurvival_exp (k b : ℝ) (hV : Continuous V) :
    IsSurvival k b V (fun t => Real.exp (-(k * boostedTime b V t))) where
  init := by simp [boostedTime_zero]
  rate t _ := ((((hasDerivAt_boostedTime (b := b) hV t).const_mul k).neg.exp).congr_deriv
    (by simp only [Pi.neg_apply]; ring)).hasDerivWithinAt

/-- For `b > 0` and a continuous nonnegative bias, `g(τ(t))` is integrable against `-S'(t)` over
`t > 0` exactly when `g(u)` is integrable against `k exp(-k u)` over `u > 0`, and the two integrals
agree. For `k > 0` this is the exponential law of the rescaled escape time, with the unbiased rate
`k`. -/
theorem rescaled_escape_law (hb : 0 < b) (hV : Continuous V)
    (hV0 : ∀ t, 0 ≤ t → 0 ≤ V t) (h : IsSurvival k b V S) (g : ℝ → ℝ) :
    (IntegrableOn (fun t => g (boostedTime b V t) * -deriv S t) (Ioi 0) ↔
      IntegrableOn (fun u => g u * (k * Real.exp (-(k * u)))) (Ioi 0)) ∧
    ∫ t in Ioi 0, g (boostedTime b V t) * -deriv S t =
      ∫ u in Ioi 0, g u * (k * Real.exp (-(k * u))) := by
  have hd := hasDerivAt_boostedTime (b := b) hV
  have hinj : InjOn (boostedTime b V) (Ioi 0) :=
    (strictMono_of_deriv_pos fun t => by
      rw [(hd t).deriv]; exact Real.exp_pos _).injective.injOn
  -- the rescaled clock sweeps the whole positive half-line
  have himg : boostedTime b V '' Ioi 0 = Ioi 0 := by
    ext u
    constructor
    · rintro ⟨t, ht, rfl⟩
      exact lt_of_lt_of_le ht (le_boostedTime hb hV hV0 (le_of_lt ht))
    · intro hu
      have hu' : 0 < u := hu
      obtain ⟨t, ht, rfl⟩ := intermediate_value_Icc hu'.le
        (fun x _ => (hd x).continuousAt.continuousWithinAt)
        ⟨boostedTime_zero.le.trans hu'.le, le_boostedTime hb hV hV0 hu'.le⟩
      refine ⟨t, lt_of_le_of_ne ht.1 ?_, rfl⟩
      rintro rfl
      exact hu'.ne' boostedTime_zero
  have heq : EqOn (fun t => g (boostedTime b V t) * -deriv S t)
      (fun t => |Real.exp (b * V t)| •
        (g (boostedTime b V t) * (k * Real.exp (-(k * boostedTime b V t))))) (Ioi 0) := by
    intro t ht
    have ht' : 0 < t := ht
    have hS := ((h.rate t ht'.le).hasDerivAt (Ici_mem_nhds ht')).deriv
    simp only [hS, survival_eq hV h ht'.le, abs_of_pos (Real.exp_pos _), smul_eq_mul]
    ring
  have hw : ∀ t ∈ Ioi (0 : ℝ),
      HasDerivWithinAt (boostedTime b V) (Real.exp (b * V t)) (Ioi 0) t :=
    fun t _ => (hd t).hasDerivWithinAt
  constructor
  · have h1 := integrableOn_image_iff_integrableOn_abs_deriv_smul measurableSet_Ioi hw hinj
      (fun u => g u * (k * Real.exp (-(k * u))))
    rw [himg] at h1
    rw [h1]
    exact integrableOn_congr_fun heq measurableSet_Ioi
  · have h1 := integral_image_eq_integral_abs_deriv_smul measurableSet_Ioi hw hinj
      (fun u => g u * (k * Real.exp (-(k * u))))
    rw [himg] at h1
    rw [h1]
    exact setIntegral_congr_fun measurableSet_Ioi heq

/-- The `n`-th moment of the exponential law with rate `k > 0` is `n!/kⁿ`. -/
lemma exponential_moment (hk : 0 < k) (n : ℕ) :
    ∫ u in Ioi (0 : ℝ), u ^ n * (k * Real.exp (-(k * u))) = n.factorial / k ^ n := by
  have h := Real.integral_rpow_mul_exp_neg_mul_Ioi (a := (n : ℝ) + 1) (by positivity) hk
  have hp : (1 / k) ^ ((n : ℝ) + 1) = (1 / k) ^ (n + 1) := by
    exact_mod_cast Real.rpow_natCast (1 / k) (n + 1)
  calc _ = ∫ u in Ioi (0 : ℝ), k * (u ^ ((n : ℝ) + 1 - 1) * Real.exp (-(k * u))) := by
        refine setIntegral_congr_fun measurableSet_Ioi (fun u _ => ?_)
        simp only [add_sub_cancel_right, Real.rpow_natCast]
        ring
    _ = n.factorial / k ^ n := by
        rw [integral_const_mul, h, Real.Gamma_nat_eq_factorial, hp, one_div, inv_pow, pow_succ]
        field_simp

/-- For `k, b > 0` and a continuous nonnegative bias, the `n`-th moment of the rescaled escape
time exists and equals `n!/kⁿ`. -/
theorem rescaled_escape_moment (hk : 0 < k) (hb : 0 < b) (hV : Continuous V)
    (hV0 : ∀ t, 0 ≤ t → 0 ≤ V t) (h : IsSurvival k b V S) (n : ℕ) :
    IntegrableOn (fun t => boostedTime b V t ^ n * -deriv S t) (Ioi 0) ∧
    ∫ t in Ioi 0, boostedTime b V t ^ n * -deriv S t = n.factorial / k ^ n := by
  have hl := rescaled_escape_law hb hV hV0 h (fun u => u ^ n)
  refine ⟨hl.1.2 ?_, hl.2.trans (exponential_moment hk n)⟩
  by_contra hn
  have h0 := integral_undef hn
  rw [exponential_moment hk n] at h0
  have hpos : (0 : ℝ) < n.factorial / k ^ n := by positivity
  exact hpos.ne' h0

/-- For `k, b > 0` and a continuous nonnegative bias, the mean rescaled escape time is the
unbiased mean escape time `1/k`. -/
theorem mean_rescaled_escape_time (hk : 0 < k) (hb : 0 < b) (hV : Continuous V)
    (hV0 : ∀ t, 0 ≤ t → 0 ≤ V t) (h : IsSurvival k b V S) :
    ∫ t in Ioi 0, -(boostedTime b V t * deriv S t) = 1 / k := by
  simpa using (rescaled_escape_moment hk hb hV hV0 h 1).2

/-- Unbiased survival `exp(-k t)` with `k > 0` is integrable over `t > 0`, with integral `1/k`. -/
lemma unbiased_integral (hk : 0 < k) :
    IntegrableOn (fun t => Real.exp (-(k * t))) (Ioi 0) ∧
    ∫ t in Ioi (0 : ℝ), Real.exp (-(k * t)) = 1 / k := by
  refine ⟨by simpa only [neg_mul] using exp_neg_integrableOn_Ioi 0 hk, ?_⟩
  have h := exponential_moment hk 0
  simp only [pow_zero, one_mul, Nat.factorial_zero, Nat.cast_one, div_one,
    integral_const_mul] at h
  rw [eq_div_iff hk.ne', mul_comm]
  exact h

/-- For `k, b > 0` and a continuous nonnegative bias, the survival probability is integrable over
physical time and its integral is at most `1/k`. -/
theorem integral_survival_le (hk : 0 < k) (hb : 0 < b) (hV : Continuous V)
    (hV0 : ∀ t, 0 ≤ t → 0 ≤ V t) (h : IsSurvival k b V S) :
    IntegrableOn S (Ioi 0) ∧ ∫ t in Ioi 0, S t ≤ 1 / k := by
  have he := unbiased_integral hk
  have hle : ∀ t ∈ Ioi (0 : ℝ), S t ≤ Real.exp (-(k * t)) := by
    intro t ht
    rw [survival_eq hV h (le_of_lt ht)]
    exact Real.exp_le_exp.2 (neg_le_neg
      (mul_le_mul_of_nonneg_left (le_boostedTime hb hV hV0 (le_of_lt ht)) hk.le))
  have hc : ContinuousOn S (Ioi 0) := fun t ht =>
    (h.rate t (le_of_lt ht)).continuousWithinAt.mono Ioi_subset_Ici_self
  have hi : IntegrableOn S (Ioi 0) := by
    refine Integrable.mono' he.1 (hc.aestronglyMeasurable measurableSet_Ioi)
      ((ae_restrict_iff' measurableSet_Ioi).2 (ae_of_all _ fun t ht => ?_))
    rw [Real.norm_eq_abs, abs_of_nonneg]
    · exact hle t ht
    · rw [survival_eq hV h (le_of_lt ht)]
      exact (Real.exp_pos _).le
  exact ⟨hi, (setIntegral_mono_on hi he.1 measurableSet_Ioi hle).trans he.2.le⟩

/-- For `k, b > 0` and a continuous nonnegative bias bounded by `M`, the integral of the survival
probability is at least `1/(k exp(b M))`. -/
theorem le_integral_survival (hk : 0 < k) (hb : 0 < b) (hV : Continuous V)
    (hV0 : ∀ t, 0 ≤ t → 0 ≤ V t) (h : IsSurvival k b V S) {M : ℝ}
    (hM : ∀ t, 0 ≤ t → V t ≤ M) :
    1 / (k * Real.exp (b * M)) ≤ ∫ t in Ioi 0, S t := by
  have he := unbiased_integral (mul_pos hk (Real.exp_pos (b * M)))
  rw [← he.2]
  refine setIntegral_mono_on he.1 (integral_survival_le hk hb hV hV0 h).1 measurableSet_Ioi
    (fun t ht => ?_)
  have ht' : 0 ≤ t := le_of_lt ht
  have hc : Continuous fun s => Real.exp (b * V s) := by fun_prop
  -- the clock runs at most `exp(b M)` times too fast
  have hτ : boostedTime b V t ≤ Real.exp (b * M) * t := by
    calc boostedTime b V t ≤ ∫ _s in (0 : ℝ)..t, Real.exp (b * M) :=
          intervalIntegral.integral_mono_on ht' (hc.intervalIntegrable _ _)
            (continuous_const.intervalIntegrable _ _)
            (fun s hs => Real.exp_le_exp.2 (mul_le_mul_of_nonneg_left (hM s hs.1) hb.le))
      _ = Real.exp (b * M) * t := by
          rw [intervalIntegral.integral_const, smul_eq_mul]; ring
  rw [survival_eq hV h ht', mul_assoc]
  exact Real.exp_le_exp.2 (neg_le_neg (mul_le_mul_of_nonneg_left hτ hk.le))

/-- For `k, b > 0` and a continuous nonnegative bias that is positive at some time `t₀ > 0`, the
integral of the survival probability is strictly below `1/k`. -/
theorem integral_survival_lt (hk : 0 < k) (hb : 0 < b) (hV : Continuous V)
    (hV0 : ∀ t, 0 ≤ t → 0 ≤ V t) (h : IsSurvival k b V S) {t₀ : ℝ} (ht₀ : 0 < t₀)
    (hpos : 0 < V t₀) : ∫ t in Ioi 0, S t < 1 / k := by
  have he := unbiased_integral hk
  have hS := integral_survival_le hk hb hV hV0 h
  refine lt_of_le_of_ne hS.2 fun heq => ?_
  have hz : ∫ t in Ioi (0 : ℝ), (Real.exp (-(k * t)) - S t) = 0 := by
    rw [integral_sub he.1 hS.1, he.2, heq, sub_self]
  have hnn : 0 ≤ᵐ[volume.restrict (Ioi (0 : ℝ))] fun t => Real.exp (-(k * t)) - S t := by
    refine (ae_restrict_iff' measurableSet_Ioi).2 (ae_of_all _ fun t ht => ?_)
    have ht' : 0 ≤ t := le_of_lt ht
    simp only [Pi.zero_apply, survival_eq hV h ht']
    exact sub_nonneg.2 (Real.exp_le_exp.2 (neg_le_neg
      (mul_le_mul_of_nonneg_left (le_boostedTime hb hV hV0 ht') hk.le)))
  have hae := (integral_eq_zero_iff_of_nonneg_ae hnn (he.1.sub hS.1)).1 hz
  have hc : ContinuousOn (fun t => Real.exp (-(k * t)) - S t) (Ioi 0) := by
    refine ContinuousOn.sub (by fun_prop) (fun t ht => ?_)
    exact (h.rate t (le_of_lt ht)).continuousWithinAt.mono Ioi_subset_Ici_self
  have hEq := Measure.eqOn_open_of_ae_eq hae isOpen_Ioi hc continuousOn_const
  -- equality would make the two clocks agree, hence run at the same speed
  have hτ : ∀ t ∈ Ioi (0 : ℝ), boostedTime b V t = t := by
    intro t ht
    have h1 := hEq ht
    simp only [Pi.zero_apply, survival_eq hV h (le_of_lt ht)] at h1
    have h2 := neg_injective (Real.exp_injective (sub_eq_zero.1 h1))
    exact (mul_left_cancel₀ hk.ne' h2).symm
  have hd : HasDerivAt (boostedTime b V) 1 t₀ := by
    refine (hasDerivAt_id t₀).congr_of_eventuallyEq ?_
    filter_upwards [Ioi_mem_nhds ht₀] with t ht using hτ t ht
  have h1 := (hasDerivAt_boostedTime (b := b) hV t₀).unique hd
  have h2 := Real.one_lt_exp_iff.2 (mul_pos hb hpos)
  linarith

end

end Hyperdynamics
```

```lean
#print axioms Hyperdynamics.isSurvival_exp
#print axioms Hyperdynamics.mean_rescaled_escape_time
#print axioms Hyperdynamics.le_integral_survival
#print axioms Hyperdynamics.integral_survival_lt
```

```
'Hyperdynamics.isSurvival_exp' depends on axioms: [propext, Classical.choice, Quot.sound]
'Hyperdynamics.mean_rescaled_escape_time' depends on axioms: [propext, Classical.choice, Quot.sound]
'Hyperdynamics.le_integral_survival' depends on axioms: [propext, Classical.choice, Quot.sound]
'Hyperdynamics.integral_survival_lt' depends on axioms: [propext, Classical.choice, Quot.sound]
```

## From the conserved product to the strict bound

`hasDerivAt_boostedTime` is the fundamental theorem of calculus, and `le_boostedTime` integrates 1 ≤ exp(bV). In `survival_eq`, `hF` is the zero derivative of S exp(kτ), and `constant_of_has_deriv_right_zero` turns it into conservation.

The substitution is carried out in `rescaled_escape_law`. There `hinj` gives injectivity of τ, and `himg` shows that τ covers the positive half-line, by the intermediate value theorem with τ(0) = 0 ≤ u ≤ τ(u). `heq` rewrites the escape density with the Jacobian exp(bV).

`exponential_moment` evaluates the Gamma integral. `rescaled_escape_moment` transfers it to the escape time and also proves integrability: Lean assigns a non-integrable function the integral 0, whereas n!/kⁿ is positive. `mean_rescaled_escape_time` is the case n = 1.

`unbiased_integral` supplies the integral of exp(−kt). `integral_survival_le` and `le_integral_survival` compare S with the two pure exponentials. In `integral_survival_lt`, `Measure.eqOn_open_of_ae_eq` uses continuity to pass from equality almost everywhere to equality at every t > 0; uniqueness of the derivative at t₀ then gives the contradiction.
